# An inverse-linear tail bound for ideal phase estimation

When an energy is read from a phase register, the true phase usually falls between grid points, and every readout can then occur with some probability. The bound below limits the total probability of the distant ones, and gives a register size that suffices for a chosen accuracy and failure rate. It assumes an exactly prepared eigenstate of the unitary whose phase is read, and noiseless gates.

```lean
import Mathlib

open Finset

namespace PhaseEstimationTail

noncomputable section
```

## The readout distribution

Let the register have $N$ states, and let $x$ be the mismatch, in turns, between the true phase and a readout. The readout amplitude is

$$\alpha(x)=\frac1N\sum_{j=0}^{N-1}e^{2\pi i jx}.$$

This formula is the starting point: the circuit that produces it is not modelled.

```lean
/-- Readout amplitude of an `N`-state phase register at phase mismatch `x`. -/
def alpha (N : ℕ) (x : ℝ) : ℂ :=
  (1 / (N : ℂ)) * ∑ j ∈ range N, Complex.exp (2 * Real.pi * Complex.I * j * x)
```

Choose a reference grid point and label readouts by their signed distance $l$ from it, in grid steps. The window $-N/2<l\le N/2$ contains each readout once. It is written as $-N<2l\le N$, which suits even and odd $N$ alike. The far readouts are those with $|l|>e$, where $e$ is a natural number.

```lean
/-- Readouts `l` in the window `-N/2 < l ≤ N/2` that lie more than `e` grid steps from zero. -/
def farReadouts (N e : ℕ) : Finset ℤ :=
  (Icc (-(N : ℤ)) N).filter (fun l => -(N : ℤ) < 2 * l ∧ 2 * l ≤ N ∧ (e : ℤ) < |l|)
```

If the true phase lies $d$ turns from the reference point, readout $l$ has mismatch $d-l/N$. The tail probability is therefore $\sum_l|\alpha(d-l/N)|^2$ over the far readouts.

```lean
/-- Total probability of the far readouts when the phase is offset by `d` from the grid point
labelled zero. -/
def tailProbability (N : ℕ) (d : ℝ) (e : ℕ) : ℝ :=
  ∑ l ∈ farReadouts N e, ‖alpha N (d - l / N)‖ ^ 2
```

Each term will be compared with $1/(4(|l|-1)^2)$. The subtracted one allows for the offset $d$, which may be as large as one grid step.

```lean
/-- The inverse-square envelope `1 / (4 (|l| - 1)²)`. -/
def envelope (l : ℤ) : ℝ := 1 / (4 * (|(l : ℝ)| - 1) ^ 2)
```

## Bounding one readout

Since $|e^{i\theta}-1|^2=2-2\cos\theta$, setting $\theta=2\pi x$ gives

$$|e^{2\pi ix}-1|^2=4\sin^2(\pi x).$$

Lean reaches this through real and imaginary parts and the double-angle formulas.

```lean
/-- The squared distance between a phase factor and one is `4 sin² (π x)`. -/
theorem norm_phase_sub_one_sq (x : ℝ) :
    ‖Complex.exp (2 * Real.pi * Complex.I * x) - 1‖ ^ 2 = 4 * Real.sin (Real.pi * x) ^ 2 := by
  have h : (2 * Real.pi * Complex.I * x : ℂ)
      = ((2 * (Real.pi * x) : ℝ) : ℂ) * Complex.I := by
    push_cast
    ring
  rw [h, Complex.sq_norm, Complex.normSq_apply, Complex.sub_re, Complex.sub_im,
    Complex.exp_ofReal_mul_I_re, Complex.exp_ofReal_mul_I_im, Complex.one_re, Complex.one_im,
    Real.cos_two_mul, Real.sin_two_mul]
  linear_combination (4 * (Real.cos (Real.pi * x) ^ 2 - 1)) *
    Real.sin_sq_add_cos_sq (Real.pi * x)
```

The sine now needs a lower bound. If $0\le m\le y\le 1-m$, then $\sin(\pi y)\ge 2m$. For $y\le\tfrac12$, concavity puts the sine above its chord, so $\sin(\pi y)\ge2y\ge2m$. For $y\ge\tfrac12$, reflection gives $\sin(\pi y)=\sin(\pi(1-y))\ge2(1-y)\ge2m$.

The proof turns on Mathlib's `Real.mul_le_sin`, which states $\tfrac2\pi t\le\sin t$ for $0\le t\le\pi/2$. At $t=\pi u$ the factors of $\pi$ cancel, leaving the rational bound $2u$. The lemma covers only half the arch, and a mismatch at the edge of the window can slightly exceed half a turn; `Real.sin_pi_sub` supplies the reflection for that case.

```lean
/-- If `0 ≤ m ≤ y ≤ 1 - m`, then `sin (π y) ≥ 2 m`. -/
theorem two_mul_le_sin {m y : ℝ} (hm : 0 ≤ m) (h1 : m ≤ y) (h2 : y ≤ 1 - m) :
    2 * m ≤ Real.sin (Real.pi * y) := by
  have key : ∀ u : ℝ, 0 ≤ u → u ≤ 1 / 2 → 2 * u ≤ Real.sin (Real.pi * u) := by
    intro u h0 hu
    have h := Real.mul_le_sin (x := Real.pi * u) (mul_nonneg Real.pi_pos.le h0)
      (by nlinarith [Real.pi_pos])
    have h' : 2 / Real.pi * (Real.pi * u) = 2 * u := by
      rw [← mul_assoc, div_mul_cancel₀ _ Real.pi_ne_zero]
    linarith
  rcases le_total y (1 / 2) with h | h
  · linarith [key y (by linarith) h]
  · have h' := key (1 - y) (by linarith) (by linarith)
    rw [show Real.pi * (1 - y) = Real.pi - Real.pi * y by ring, Real.sin_pi_sub] at h'
    linarith
```

With $z=e^{2\pi ix}$, the geometric sum gives $N\alpha(x)(z-1)=z^N-1$, whose modulus is at most 2. Squaring yields

$$4N^2|\alpha(x)|^2\sin^2(\pi x)\le4.$$

Suppose $r>0$ and $r\le N|x|\le N-r$. The sine bound with $m=r/N$ gives $N\sin(\pi|x|)\ge2r$, hence $|\alpha(x)|^2\le1/(4r^2)$. Lean keeps the geometric sum in its multiplied form, `geom_sum_mul`, so it never divides by $z-1$.

```lean
/-- For `r > 0`, a readout whose mismatch has absolute value between `r` and `N - r` grid steps has
probability at most `1 / (4 r²)`. -/
theorem norm_alpha_sq_le {N : ℕ} (hN : 0 < N) {x r : ℝ} (hr : 0 < r)
    (h1 : r ≤ N * |x|) (h2 : N * |x| ≤ N - r) : ‖alpha N x‖ ^ 2 ≤ 1 / (4 * r ^ 2) := by
  have hNR : (0 : ℝ) < N := by exact_mod_cast hN
  have hNC : (N : ℂ) ≠ 0 := by exact_mod_cast hN.ne'
  -- the geometric sum
  have hg : (N : ℂ) * alpha N x * (Complex.exp (2 * Real.pi * Complex.I * x) - 1)
      = Complex.exp (2 * Real.pi * Complex.I * x) ^ N - 1 := by
    have hs : ∑ j ∈ range N, Complex.exp (2 * Real.pi * Complex.I * j * x)
        = ∑ j ∈ range N, Complex.exp (2 * Real.pi * Complex.I * x) ^ j := by
      refine Finset.sum_congr rfl fun j _ => ?_
      rw [← Complex.exp_nat_mul]
      congr 1
      ring
    unfold alpha
    rw [hs, ← mul_assoc, mul_one_div_cancel hNC, one_mul, geom_sum_mul]
  have hz : ‖Complex.exp (2 * Real.pi * Complex.I * x)‖ = 1 := by
    rw [show (2 * Real.pi * Complex.I * x : ℂ)
      = ((2 * (Real.pi * x) : ℝ) : ℂ) * Complex.I by push_cast; ring]
    exact Complex.norm_exp_ofReal_mul_I _
  have hb : ‖Complex.exp (2 * Real.pi * Complex.I * x) ^ N - 1‖ ≤ 2 := by
    refine (norm_sub_le _ _).trans ?_
    rw [norm_pow, hz, one_pow, norm_one]
    norm_num
  have hn := congrArg norm hg
  rw [norm_mul, norm_mul, Complex.norm_natCast] at hn
  have hsq := pow_le_pow_left₀ (by positivity) (hn.le.trans hb) 2
  have hs : Real.sin (Real.pi * x) ^ 2 = Real.sin (Real.pi * |x|) ^ 2 := by
    rcases abs_choice x with h | h <;> simp [h]
  rw [mul_pow, norm_phase_sub_one_sq, hs] at hsq
  -- the sine is at least `2 r / N`
  have hsin : 2 * (r / N) ≤ Real.sin (Real.pi * |x|) := by
    apply two_mul_le_sin (by positivity)
    · rw [div_le_iff₀ hNR]
      linarith
    · have h3 : r / N ≤ 1 - |x| := by
        rw [div_le_iff₀ hNR]
        linarith
      linarith
  have h3 : 2 * r ≤ N * Real.sin (Real.pi * |x|) := by
    have h := mul_le_mul_of_nonneg_left hsin hNR.le
    have h' : (N : ℝ) * (2 * (r / N)) = 2 * r := by field_simp
    linarith
  have h4 := mul_le_mul_of_nonneg_left (pow_le_pow_left₀ (by positivity) h3 2)
    (sq_nonneg ‖alpha N x‖)
  rw [le_div_iff₀ (by positivity)]
  nlinarith [h4, hsq]
```

## Summing the tail

For $k\ge2$,

$$\frac1{k^2}\le\frac1{(k-1)k}=\frac1{k-1}-\frac1k.$$

Summing over $e\le k<n$ telescopes to $\frac1{e-1}-\frac1{n-1}$. The Lean proof is an induction on $n$ with this inequality as its step.

```lean
/-- A finite piece of the inverse-square series is bounded by a telescoping difference. -/
theorem sum_inv_sq_le {e n : ℕ} (he : 2 ≤ e) (hn : e ≤ n) :
    ∑ k ∈ Ico e n, 1 / (k : ℝ) ^ 2 ≤ 1 / ((e : ℝ) - 1) - 1 / ((n : ℝ) - 1) := by
  induction n, hn using Nat.le_induction with
  | base => simp
  | succ n hn ih =>
    have h2 : (2 : ℝ) ≤ n := by exact_mod_cast he.trans hn
    have hp : (0 : ℝ) < (n : ℝ) - 1 := by linarith
    have hq : (0 : ℝ) < n := by linarith
    have h3 : 1 / ((n : ℝ) - 1) - 1 / n = 1 / (((n : ℝ) - 1) * n) := by
      rw [div_sub_div _ _ hp.ne' hq.ne']
      congr 1
      ring
    have h4 : 1 / (n : ℝ) ^ 2 ≤ 1 / (((n : ℝ) - 1) * n) :=
      one_div_le_one_div_of_le (mul_pos hp hq) (by nlinarith)
    rw [Finset.sum_Ico_succ_top hn, Nat.cast_succ, add_sub_cancel_right]
    linarith
```

A far readout has $|l|=k+1$ with $k\ge e$, so its envelope is $1/(4k^2)$. The two signs of $l$ together contribute at most

$$2\cdot\frac14\cdot\frac1{e-1}=\frac1{2(e-1)}.$$

In Lean the signs become two image sets, `A` and `B`, whose union contains the far readouts.

```lean
/-- For `e ≥ 2`, the envelope summed over the far readouts is at most `1 / (2 (e - 1))`. -/
theorem sum_envelope_le (N : ℕ) {e : ℕ} (he : 2 ≤ e) :
    ∑ l ∈ farReadouts N e, envelope l ≤ 1 / (2 * ((e : ℝ) - 1)) := by
  have h0 : ∀ l, 0 ≤ envelope l := fun l => by unfold envelope; positivity
  have hk : ∀ k : ℕ, envelope ((k : ℤ) + 1) = 1 / 4 * (1 / (k : ℝ) ^ 2) := by
    intro k
    have h : |(((k : ℤ) + 1 : ℤ) : ℝ)| = (k : ℝ) + 1 := by
      push_cast
      exact abs_of_nonneg (by positivity)
    unfold envelope
    rw [h, add_sub_cancel_right]
    ring
  have hk' : ∀ k : ℕ, envelope (-((k : ℤ) + 1)) = 1 / 4 * (1 / (k : ℝ) ^ 2) := by
    intro k
    rw [← hk k]
    unfold envelope
    rw [Int.cast_neg, abs_neg]
  -- the far readouts split into a right and a left branch
  obtain ⟨A, hA⟩ : ∃ A, A = (Ico e (N + e)).image (fun k : ℕ => (k : ℤ) + 1) := ⟨_, rfl⟩
  obtain ⟨B, hB⟩ : ∃ B, B = (Ico e (N + e)).image (fun k : ℕ => -((k : ℤ) + 1)) := ⟨_, rfl⟩
  have hsub : farReadouts N e ⊆ A ∪ B := by
    intro l hl
    simp only [farReadouts, mem_filter, mem_Icc] at hl
    obtain ⟨⟨ha, hb⟩, -, -, hc⟩ := hl
    simp only [hA, hB, mem_union, mem_image, mem_Ico]
    rcases abs_cases l with ⟨h, h'⟩ | ⟨h, h'⟩
    · rw [h] at hc
      exact Or.inl ⟨(l - 1).toNat, ⟨by omega, by omega⟩, by omega⟩
    · rw [h] at hc
      exact Or.inr ⟨(-l - 1).toNat, ⟨by omega, by omega⟩, by omega⟩
  have sA : ∑ l ∈ A, envelope l = 1 / 4 * ∑ k ∈ Ico e (N + e), 1 / (k : ℝ) ^ 2 := by
    rw [hA, Finset.sum_image, Finset.mul_sum]
    · exact Finset.sum_congr rfl fun k _ => hk k
    · intro a _ b _ h
      have h' : (a : ℤ) + 1 = (b : ℤ) + 1 := h
      omega
  have sB : ∑ l ∈ B, envelope l = 1 / 4 * ∑ k ∈ Ico e (N + e), 1 / (k : ℝ) ^ 2 := by
    rw [hB, Finset.sum_image, Finset.mul_sum]
    · exact Finset.sum_congr rfl fun k _ => hk' k
    · intro a _ b _ h
      have h' : -((a : ℤ) + 1) = -((b : ℤ) + 1) := h
      omega
  have h1 := Finset.sum_le_sum_of_subset_of_nonneg hsub (fun l _ _ => h0 l)
  have h2 : ∑ l ∈ A ∪ B, envelope l + ∑ l ∈ A ∩ B, envelope l
      = ∑ l ∈ A, envelope l + ∑ l ∈ B, envelope l := Finset.sum_union_inter
  have h3 : 0 ≤ ∑ l ∈ A ∩ B, envelope l := Finset.sum_nonneg fun l _ => h0 l
  have h4 := sum_inv_sq_le he (Nat.le_add_left e N)
  have h5 : 0 ≤ 1 / (((N + e : ℕ) : ℝ) - 1) := by
    have h : (1 : ℝ) ≤ ((N + e : ℕ) : ℝ) := by exact_mod_cast (by omega : 1 ≤ N + e)
    exact one_div_nonneg.mpr (by linarith)
  have h6 : 1 / (2 * ((e : ℝ) - 1)) = 1 / 2 * (1 / ((e : ℝ) - 1)) := by
    rw [one_div, mul_inv]
    ring
  rw [h6]
  linarith
```

Now assume $|d|\le1/N$ and $e\ge2$. Since $|Nd|\le1$, the triangle inequality gives

$$|l|-1\le|Nd-l|\le|l|+1.$$

The window gives $2|l|\le N$, so $|l|+1\le N-(|l|-1)$. The single-readout bound therefore applies with $r=|l|-1$, and summing the envelope finishes the proof. The theorem holds for every natural $N$ and either sign of $d$; when $N<2e+2$ there are no far readouts and the tail is zero.

```lean
/-- Tail bound of phase estimation: for a phase within one grid step of the reference point,
readouts more than `e ≥ 2` steps from that point have total probability at most `1 / (2 (e - 1))`.
-/
theorem tailProbability_le (N : ℕ) {d : ℝ} (hd : |d| ≤ 1 / N) {e : ℕ} (he : 2 ≤ e) :
    tailProbability N d e ≤ 1 / (2 * ((e : ℝ) - 1)) := by
  refine le_trans (Finset.sum_le_sum fun l hl => ?_) (sum_envelope_le N he)
  simp only [farReadouts, mem_filter, mem_Icc] at hl
  obtain ⟨-, ha, hb, hc⟩ := hl
  have hl2 : 2 * |l| ≤ (N : ℤ) := by
    rcases abs_cases l with ⟨h, -⟩ | ⟨h, -⟩ <;> rw [h] <;> omega
  have hN : 0 < N := by omega
  have hNR : (0 : ℝ) < N := by exact_mod_cast hN
  have hlR : 2 * |(l : ℝ)| ≤ N := by exact_mod_cast hl2
  have hcR : (e : ℝ) < |(l : ℝ)| := by exact_mod_cast hc
  have heR : (2 : ℝ) ≤ e := by exact_mod_cast he
  have hNd : |(N : ℝ) * d| ≤ 1 := by
    have h := mul_le_mul_of_nonneg_left hd hNR.le
    rw [mul_one_div_cancel hNR.ne'] at h
    rwa [abs_mul, abs_of_pos hNR]
  have hx : |(N : ℝ) * d - l| = N * |d - l / N| := by
    rw [show (N : ℝ) * d - l = N * (d - l / N) by field_simp, abs_mul, abs_of_pos hNR]
  obtain ⟨hd1, hd2⟩ := abs_le.mp hNd
  -- the mismatch differs from `|l|` by at most one grid step
  have hlow : |(l : ℝ)| - 1 ≤ |(N : ℝ) * d - l| := by
    rcases abs_cases (l : ℝ) with h | h <;> rcases abs_cases ((N : ℝ) * d - l) with h' | h' <;>
      linarith [h.1, h.2, h'.1, h'.2]
  have hup : |(N : ℝ) * d - l| ≤ |(l : ℝ)| + 1 := by
    rcases abs_cases (l : ℝ) with h | h <;> rcases abs_cases ((N : ℝ) * d - l) with h' | h' <;>
      linarith [h.1, h.2, h'.1, h'.2]
  rw [hx] at hlow hup
  exact norm_alpha_sq_le hN (by linarith) hlow (by linarith)
```

## Choosing the number of qubits

Take $N=2^{n+p}$ and $e=2^p-1$, so that the far readouts are those at least $2^p$ steps, or $2^{-n}$ turns, from the reference point. If $\varepsilon>0$ and $2^p\ge2+1/(2\varepsilon)$, then $e-1=2^p-2\ge1/(2\varepsilon)$, and the tail is at most $\varepsilon$. Since the true phase is within one grid step of the reference point, every other readout lies within $2^{-n}$ turns of the true phase. A number $p$ of extra qubits satisfying this condition thus keeps the probability of a larger error at or below $\varepsilon$, whatever the value of $n$. The hypothesis `e + 1 = 2 ^ p` states the choice of $e$ without subtracting natural numbers.

```lean
/-- With `n + p` qubits, `ε > 0` and `2 ^ p ≥ 2 + 1 / (2 ε)`, and a phase within one grid step of
the reference point, readouts at least `2 ^ p` grid steps from that point have total probability at
most `ε`. -/
theorem tailProbability_le_of_qubits (n p e : ℕ) {d ε : ℝ} (hε : 0 < ε)
    (he : e + 1 = 2 ^ p) (hp : 2 + 1 / (2 * ε) ≤ 2 ^ p) (hd : |d| ≤ 1 / 2 ^ (n + p)) :
    tailProbability (2 ^ (n + p)) d e ≤ ε := by
  have heR : (e : ℝ) + 1 = 2 ^ p := by exact_mod_cast he
  have hpos : 0 < 1 / (2 * ε) := by positivity
  have h1 : (1 : ℝ) < e := by linarith
  have h2 : 2 ≤ e := by
    have h : 1 < e := by exact_mod_cast h1
    omega
  refine (tailProbability_le (2 ^ (n + p)) (by push_cast; exact hd) h2).trans ?_
  have h3 : 1 / (2 * ε) ≤ (e : ℝ) - 1 := by linarith
  rw [div_le_iff₀ (by positivity)] at h3
  rw [div_le_iff₀ (by linarith)]
  linarith

end

end PhaseEstimationTail
```

```lean
#print axioms PhaseEstimationTail.tailProbability_le
#print axioms PhaseEstimationTail.tailProbability_le_of_qubits
```

```
'PhaseEstimationTail.tailProbability_le' depends on axioms: [propext, Classical.choice, Quot.sound]
'PhaseEstimationTail.tailProbability_le_of_qubits' depends on axioms: [propext, Classical.choice, Quot.sound]
```
